# Minimum energy of the classical square-lattice J1-J2 model for J1 ≥ 0 and even period

When antiferromagnetic couplings along the sides and diagonals of a square lattice compete, comparing a few trial states can mislead. It shows whether a Néel state or a stripe state is lower, but a spiral or noncoplanar state might lie below both. An annealing run has the same weakness: its final energy may belong to a metastable state. What is missing is a lower bound that holds for every spin configuration.

Let S_r be a unit vector at site r of a periodic L × L lattice, with L even. Write x = (1,0) and y = (0,1), and let J1 ≥ 0 and J2 be the exchange couplings between nearest and diagonal neighbours. The energy is

E = Σ_r [J1 (S_r·S_{r+x} + S_r·S_{r+y}) + J2 (S_r·S_{r+x+y} + S_r·S_{r+x−y})].

A positive coupling favours antiparallel spins. The minimum of E/L² is −2J1 + 2J2 if 2J2 ≤ J1, and −2J2 otherwise.

## Plaquette energies as sums of squares

Label the spins around the unit square at r as a = S_r, b = S_{r+x}, c = S_{r+x+y}, d = S_{r+y}. Each side belongs to two squares and each diagonal to one, so the square receives the energy

P_r = (J1/2)(a·b + b·c + c·d + d·a) + J2 (a·c + b·d).

Translating the summation index gives Σ b·c = Σ S_r·S_{r+y}, Σ c·d = Σ S_r·S_{r+x} and Σ b·d = Σ S_r·S_{r+x−y}. Hence E = Σ_r P_r.

Put D = a·c + b·d. For unit spins,

|a+b+c+d|² = 4 + 2(a·b + b·c + c·d + d·a) + 2D.

Solving for the side terms gives

P_r = (J1/4)|a+b+c+d|² − J1 + (J2 − J1/2) D.

The diagonal term can be written in two ways:

D = 2 − ½(|a−c|² + |b−d|²) = −2 + ½(|a+c|² + |b+d|²).

Substituting each in turn yields

P_r = −2J1 + 2J2 + (J1/4)|a+b+c+d|² + ((J1−2J2)/4)(|a−c|² + |b−d|²),

P_r = −2J2 + (J1/4)|a+b+c+d|² + ((2J2−J1)/4)(|a+c|² + |b+d|²).

The first form has nonnegative coefficients when 2J2 ≤ J1, the second when 2J2 ≥ J1. Summing over the L² squares proves the lower bounds.

For a unit vector n, the Néel state (−1)^(r₁+r₂) n makes every square in the first form vanish, where r₁ and r₂ are the coordinates of r. The stripe state (−1)^(r₁) n does the same in the second. Both signs are consistent around the torus because L is even.

The same argument treats J1 < 0: replace J1 by |J1| in the two forms and a+b+c+d by a−b+c−d. The minimum is then −2|J1| + 2J2 if 2J2 ≤ |J1|, and −2J2 otherwise, with a ferromagnetic state in place of the Néel state. This variant has no theorem in the code below.

## The lattice and its energy in Lean

Sites are pairs in `ZMod L × ZMod L`, so addition wraps around the torus. Spins take values in a real inner product space `V`: one dimension gives Ising spins, two XY spins and three Heisenberg spins. Unit length enters later as the hypothesis `∀ r, ‖S r‖ = 1`.

```lean
import Mathlib

open scoped InnerProductSpace

namespace SquareLatticeJ1J2

noncomputable section

variable {V : Type*} [NormedAddCommGroup V] [InnerProductSpace ℝ V]
variable {L : ℕ} [NeZero L] {J1 J2 : ℝ} {S : ZMod L × ZMod L → V}
```

The energy counts each site and displacement once. At L = 2 each displacement joins the same pair from both ends, and the two diagonal displacements coincide, so a nearest-neighbour pair is counted twice and a diagonal pair four times.

```lean
/-- Energy of the spin configuration `S` on the periodic `L × L` square lattice, with coupling
`J1` along the sides and `J2` along the diagonals of the unit squares. -/
def energy (J1 J2 : ℝ) (S : ZMod L × ZMod L → V) : ℝ :=
  ∑ r, (J1 * (⟪S r, S (r + (1, 0))⟫_ℝ + ⟪S r, S (r + (0, 1))⟫_ℝ)
    + J2 * (⟪S r, S (r + (1, 1))⟫_ℝ + ⟪S r, S (r + (1, -1))⟫_ℝ))

/-- Energy divided by the number `L ^ 2` of sites, for `L` nonzero. -/
def energyPerSite (J1 J2 : ℝ) (S : ZMod L × ZMod L → V) : ℝ :=
  energy J1 J2 S / (L : ℝ) ^ 2
```

The plaquette energy is P_r.

```lean
/-- Energy of the unit square with lower left corner `r`: its sides count half, its diagonals
count fully. -/
def plaquette (J1 J2 : ℝ) (S : ZMod L × ZMod L → V) (r : ZMod L × ZMod L) : ℝ :=
  J1 / 2 * (⟪S r, S (r + (1, 0))⟫_ℝ + ⟪S (r + (1, 0)), S (r + (1, 1))⟫_ℝ
    + ⟪S (r + (1, 1)), S (r + (0, 1))⟫_ℝ + ⟪S (r + (0, 1)), S r⟫_ℝ)
  + J2 * (⟪S r, S (r + (1, 1))⟫_ℝ + ⟪S (r + (1, 0)), S (r + (0, 1))⟫_ℝ)
```

The two "excesses" are the square terms in the two forms of P_r. They measure the energy above the respective constant.

```lean
/-- A weighted sum of squares: the total spin of a plaquette, and the differences of the spins
across its diagonals. -/
def neelExcess (J1 J2 : ℝ) (S : ZMod L × ZMod L → V) (r : ZMod L × ZMod L) : ℝ :=
  J1 / 4 * ‖S r + S (r + (1, 0)) + S (r + (1, 1)) + S (r + (0, 1))‖ ^ 2
  + (J1 - 2 * J2) / 4 * (‖S r - S (r + (1, 1))‖ ^ 2 + ‖S (r + (1, 0)) - S (r + (0, 1))‖ ^ 2)

/-- A weighted sum of squares: the total spin of a plaquette, and the sums of the spins
across its diagonals. -/
def stripeExcess (J1 J2 : ℝ) (S : ZMod L × ZMod L → V) (r : ZMod L × ZMod L) : ℝ :=
  J1 / 4 * ‖S r + S (r + (1, 0)) + S (r + (1, 1)) + S (r + (0, 1))‖ ^ 2
  + (2 * J2 - J1) / 4 * (‖S r + S (r + (1, 1))‖ ^ 2 + ‖S (r + (1, 0)) + S (r + (0, 1))‖ ^ 2)
```

## From plaquettes to a lower bound

The local statement `shift` is translation invariance of a lattice sum. The identities `h1`, `h2` and `h4` are the three translated sums above, `h3` uses symmetry of the inner product, and `linear_combination` assembles them with their couplings.

```lean
/-- The energy of the periodic lattice is the sum of its plaquette energies. -/
theorem energy_eq_sum_plaquette (J1 J2 : ℝ) (S : ZMod L × ZMod L → V) :
    energy J1 J2 S = ∑ r, plaquette J1 J2 S r := by
  -- a sum over the torus does not change under translation
  have shift : ∀ (t : ZMod L × ZMod L) (f : ZMod L × ZMod L → ℝ),
      ∑ r, f (r + t) = ∑ r, f r := fun t f => Equiv.sum_comp (Equiv.addRight t) f
  have h1 : ∑ r, ⟪S (r + (1, 0)), S (r + (1, 1))⟫_ℝ = ∑ r, ⟪S r, S (r + (0, 1))⟫_ℝ := by
    refine Eq.trans ?_ (shift (1, 0) (fun r => ⟪S r, S (r + (0, 1))⟫_ℝ))
    refine Finset.sum_congr rfl fun r _ => ?_
    have e : r + (1, 0) + (0, 1) = r + (1, 1) := by rw [add_assoc]; simp
    show _ = ⟪S (r + (1, 0)), S (r + (1, 0) + (0, 1))⟫_ℝ
    rw [e]
  have h2 : ∑ r, ⟪S (r + (1, 1)), S (r + (0, 1))⟫_ℝ = ∑ r, ⟪S r, S (r + (1, 0))⟫_ℝ := by
    refine Eq.trans ?_ (shift (0, 1) (fun r => ⟪S r, S (r + (1, 0))⟫_ℝ))
    refine Finset.sum_congr rfl fun r _ => ?_
    have e : r + (0, 1) + (1, 0) = r + (1, 1) := by rw [add_assoc]; simp
    show _ = ⟪S (r + (0, 1)), S (r + (0, 1) + (1, 0))⟫_ℝ
    rw [e]
    exact real_inner_comm _ _
  have h3 : ∑ r, ⟪S (r + (0, 1)), S r⟫_ℝ = ∑ r, ⟪S r, S (r + (0, 1))⟫_ℝ :=
    Finset.sum_congr rfl fun r _ => real_inner_comm _ _
  have h4 : ∑ r, ⟪S (r + (1, 0)), S (r + (0, 1))⟫_ℝ = ∑ r, ⟪S r, S (r + (1, -1))⟫_ℝ := by
    refine Eq.trans ?_ (shift (0, 1) (fun r => ⟪S r, S (r + (1, -1))⟫_ℝ))
    refine Finset.sum_congr rfl fun r _ => ?_
    have e : r + (0, 1) + (1, -1) = r + (1, 0) := by rw [add_assoc]; simp
    show _ = ⟪S (r + (0, 1)), S (r + (0, 1) + (1, -1))⟫_ℝ
    rw [e]
    exact real_inner_comm _ _
  unfold energy plaquette
  simp only [Finset.sum_add_distrib, ← Finset.mul_sum]
  linear_combination -(J1 / 2) * (h1 + h2 + h3) - J2 * h4
```

The next two lemmas are the two forms of P_r. The proofs turn squared norms into inner products, expand them, set each self-product to 1 and put each pair in a fixed order. The remaining identity is polynomial, and `ring` closes it.

```lean
omit [NeZero L] in
/-- For unit spins, a plaquette energy is `-2 J1 + 2 J2` plus the Néel excess. -/
theorem plaquette_eq_neel (hS : ∀ r, ‖S r‖ = 1) (r : ZMod L × ZMod L) :
    plaquette J1 J2 S r = (-2 * J1 + 2 * J2) + neelExcess J1 J2 S r := by
  have h1 : ∀ x, ⟪S x, S x⟫_ℝ = 1 := fun x => by
    rw [real_inner_self_eq_norm_sq, hS]; norm_num
  unfold plaquette neelExcess
  simp only [← real_inner_self_eq_norm_sq, inner_add_left, inner_add_right, inner_sub_left,
    inner_sub_right, h1, real_inner_comm (S r) (S (r + (1, 0))),
    real_inner_comm (S r) (S (r + (1, 1))), real_inner_comm (S r) (S (r + (0, 1))),
    real_inner_comm (S (r + (1, 0))) (S (r + (1, 1))),
    real_inner_comm (S (r + (1, 0))) (S (r + (0, 1))),
    real_inner_comm (S (r + (1, 1))) (S (r + (0, 1)))]
  ring

omit [NeZero L] in
/-- For unit spins, a plaquette energy is `-2 J2` plus the stripe excess. -/
theorem plaquette_eq_stripe (hS : ∀ r, ‖S r‖ = 1) (r : ZMod L × ZMod L) :
    plaquette J1 J2 S r = -2 * J2 + stripeExcess J1 J2 S r := by
  have h1 : ∀ x, ⟪S x, S x⟫_ℝ = 1 := fun x => by
    rw [real_inner_self_eq_norm_sq, hS]; norm_num
  unfold plaquette stripeExcess
  simp only [← real_inner_self_eq_norm_sq, inner_add_left, inner_add_right,
    h1, real_inner_comm (S r) (S (r + (1, 0))),
    real_inner_comm (S r) (S (r + (1, 1))), real_inner_comm (S r) (S (r + (0, 1))),
    real_inner_comm (S (r + (1, 0))) (S (r + (1, 1))),
    real_inner_comm (S (r + (1, 0))) (S (r + (0, 1))),
    real_inner_comm (S (r + (1, 1))) (S (r + (0, 1)))]
  ring
```

The following lemma sums over the lattice. If P_r = e + f r with f r ≥ 0, the energy per site is e plus the average of f. It is therefore at least e, and equals e exactly when every f r is zero.

```lean
/-- If every plaquette energy is `e` plus a nonnegative excess, the energy per site is at least
`e`, with equality exactly when every excess vanishes. -/
theorem energyPerSite_bound {e : ℝ} {f : ZMod L × ZMod L → ℝ}
    (hf : ∀ r, plaquette J1 J2 S r = e + f r) (h0 : ∀ r, 0 ≤ f r) :
    e ≤ energyPerSite J1 J2 S ∧ (energyPerSite J1 J2 S = e ↔ ∀ r, f r = 0) := by
  have hL : (0 : ℝ) < (L : ℝ) ^ 2 := by
    have := NeZero.pos L
    positivity
  have hE : energyPerSite J1 J2 S = e + (∑ r, f r) / (L : ℝ) ^ 2 := by
    have hc : (L : ℝ) * L * e = e * (L : ℝ) ^ 2 := by ring
    rw [energyPerSite, energy_eq_sum_plaquette]
    simp only [hf]
    rw [Finset.sum_add_distrib, Finset.sum_const, Finset.card_univ, Fintype.card_prod,
      ZMod.card, nsmul_eq_mul, Nat.cast_mul, hc, add_div, mul_div_cancel_right₀ _ hL.ne']
  have hs : 0 ≤ ∑ r, f r := Finset.sum_nonneg fun r _ => h0 r
  rw [hE]
  refine ⟨by have := div_nonneg hs hL.le; linarith, ?_⟩
  rw [add_eq_left, div_eq_zero_iff, or_iff_left hL.ne',
    Finset.sum_eq_zero_iff_of_nonneg (fun r _ => h0 r)]
  simp
```

## Néel and stripe states attain the bounds

For even L, reduction modulo 2 is well defined on `ZMod L`. It supplies the alternating sign `σ`, which is a number and not a Pauli matrix.

```lean
omit [NeZero L] in
/-- A ring with an even number of sites carries a sign that alternates from site to site. -/
theorem exists_stagger (hL : Even L) :
    ∃ σ : ZMod L → ℝ, (∀ x, |σ x| = 1) ∧ ∀ x, σ (x + 1) = -σ x := by
  -- the parity of a site is well defined because `L` is even
  obtain ⟨φ⟩ : Nonempty (ZMod L →+* ZMod 2) :=
    ⟨ZMod.castHom (even_iff_two_dvd.1 hL) (ZMod 2)⟩
  have hz : ∀ z : ZMod 2, (z + 1 = 0 ↔ ¬ z = 0) := by decide
  refine ⟨fun x => if φ x = 0 then 1 else -1, fun x => ?_, fun x => ?_⟩
  · dsimp only
    split_ifs <;> simp
  · simp only [map_add, map_one, hz]
    by_cases h : φ x = 0 <;> simp [h]
```

`IsLeast` says that the stated value is the energy per site of some unit-spin configuration and that no such configuration has a lower one. `Nontrivial V` supplies a nonzero vector, which is normalised to `n`. `J2` may have either sign. In each branch the proof checks that the coefficients are nonnegative, inserts the Néel or stripe state, and applies the preceding bound to all competitors.

```lean
/-- For even nonzero `L`, nontrivial `V` and `J1 ≥ 0`, the minimum energy per site over all
configurations of unit spins in `V` is `-2 J1 + 2 J2` if `2 J2 ≤ J1`, and `-2 J2` otherwise. -/
theorem minimum_energyPerSite [Nontrivial V] (hL : Even L) (hJ : 0 ≤ J1) :
    IsLeast {e : ℝ | ∃ S : ZMod L × ZMod L → V, (∀ r, ‖S r‖ = 1) ∧ energyPerSite J1 J2 S = e}
      (if 2 * J2 ≤ J1 then -2 * J1 + 2 * J2 else -2 * J2) := by
  obtain ⟨n, hn⟩ : ∃ n : V, ‖n‖ = 1 := by
    obtain ⟨v, hv⟩ := exists_ne (0 : V)
    exact ⟨‖v‖⁻¹ • v, by
      rw [norm_smul, norm_inv, norm_norm, inv_mul_cancel₀ (norm_ne_zero_iff.2 hv)]⟩
  obtain ⟨σ, h1, h2⟩ := exists_stagger hL
  split_ifs with h
  · have nn : ∀ (S : ZMod L × ZMod L → V) r, 0 ≤ neelExcess J1 J2 S r := fun S r => by
      unfold neelExcess
      exact add_nonneg (by positivity) (mul_nonneg (by linarith) (by positivity))
    -- the Néel state alternates in both directions
    have hN : ∀ r : ZMod L × ZMod L, ‖(σ r.1 * σ r.2) • n‖ = 1 := fun r => by
      simp [norm_smul, h1, hn]
    refine ⟨⟨fun r => (σ r.1 * σ r.2) • n, hN,
      (energyPerSite_bound (plaquette_eq_neel hN) (nn _)).2.2 fun r => ?_⟩, ?_⟩
    · simp [neelExcess, h2]
    · rintro e ⟨S, hS, rfl⟩
      exact (energyPerSite_bound (plaquette_eq_neel hS) (nn S)).1
  · have nn : ∀ (S : ZMod L × ZMod L → V) r, 0 ≤ stripeExcess J1 J2 S r := fun S r => by
      unfold stripeExcess
      exact add_nonneg (by positivity) (mul_nonneg (by linarith) (by positivity))
    -- the stripe state alternates in one direction only
    have hN : ∀ r : ZMod L × ZMod L, ‖σ r.1 • n‖ = 1 := fun r => by
      simp [norm_smul, h1, hn]
    refine ⟨⟨fun r => σ r.1 • n, hN,
      (energyPerSite_bound (plaquette_eq_stripe hN) (nn _)).2.2 fun r => ?_⟩, ?_⟩
    · simp [stripeExcess, h2]
    · rintro e ⟨S, hS, rfl⟩
      exact (energyPerSite_bound (plaquette_eq_stripe hS) (nn S)).1
```

The theorem concerns classical spins on finite even tori. Applying it to a real magnet means treating quantum spins as classical vectors and leaving out all interactions other than J1 and J2; nothing here justifies either step. For the classical model, the result gives a reference energy for zero-temperature limits of Monte Carlo runs and identifies candidate starting states for spin-wave expansions.

## All configurations at the minimum

The three theorems below describe the minimisers for J1 > 0 with any J2, and for J1 = 0 with J2 > 0; the case J1 = 0 with J2 ≤ 0 is not treated. They need no assumption that L is even; for odd L both sides of each equivalence are false.

If J1 > 0 and 2J2 < J1, all three squares must vanish: a+b+c+d = 0, a = c and b = d. Half the sum of a+b+c+d, a−c and b−d is a+b, so b = −a; reversing the sign of the last term gives d = −a. These are the combinations of `y1`, `y2` and `y3` in the proof. Conversely, antiparallel neighbours give c = a, and every square vanishes.

```lean
/-- For `J1 > 0` and `2 J2 < J1`, unit spins have energy `-2 J1 + 2 J2` per site exactly when
all nearest neighbours are antiparallel. -/
theorem neel_ground_states (hJ : 0 < J1) (h : 2 * J2 < J1) (hS : ∀ r, ‖S r‖ = 1) :
    energyPerSite J1 J2 S = -2 * J1 + 2 * J2 ↔
      ∀ r, S (r + (1, 0)) = -S r ∧ S (r + (0, 1)) = -S r := by
  have nn : ∀ r, 0 ≤ neelExcess J1 J2 S r := fun r => by
    unfold neelExcess
    exact add_nonneg (by positivity) (mul_nonneg (by linarith) (by positivity))
  have hk : 0 < (J1 - 2 * J2) / 4 := by linarith
  have z : ∀ v : V, ‖v‖ ^ 2 = 0 → v = 0 := fun v hv => by simpa using hv
  rw [(energyPerSite_bound (plaquette_eq_neel hS) nn).2]
  constructor
  · intro h0 r
    have hr := h0 r
    unfold neelExcess at hr
    -- each of the three squares vanishes
    obtain ⟨x1, x2⟩ := (add_eq_zero_iff_of_nonneg (by positivity)
      (mul_nonneg hk.le (by positivity))).1 hr
    obtain ⟨x3, x4⟩ := (add_eq_zero_iff_of_nonneg (by positivity) (by positivity)).1
      ((mul_eq_zero.1 x2).resolve_left hk.ne')
    have y1 := z _ ((mul_eq_zero.1 x1).resolve_left (by positivity))
    have y2 := z _ x3
    have y3 := z _ x4
    constructor
    · linear_combination (norm := module) (1 / 2 : ℝ) • y1 + (1 / 2 : ℝ) • y2 + (1 / 2 : ℝ) • y3
    · linear_combination (norm := module) (1 / 2 : ℝ) • y1 + (1 / 2 : ℝ) • y2 - (1 / 2 : ℝ) • y3
  · intro h0 r
    have e : r + (1, 1) = r + (1, 0) + (0, 1) := by rw [add_assoc]; simp
    have hc : S (r + (1, 1)) = S r := by
      rw [e, (h0 (r + (1, 0))).2, (h0 r).1, neg_neg]
    unfold neelExcess
    rw [hc, (h0 r).1, (h0 r).2]
    simp
```

If J1 < 2J2, the diagonal squares force c = −a and d = −b, which already makes the total spin zero. The angle between a and b stays free, so the collinear stripes are only some of the minimisers when `V` has dimension at least two.

```lean
/-- For `J1 ≥ 0` and `J1 < 2 J2`, unit spins have energy `-2 J2` per site exactly when the spins
across each diagonal of every plaquette are antiparallel. -/
theorem stripe_ground_states (hJ : 0 ≤ J1) (h : J1 < 2 * J2) (hS : ∀ r, ‖S r‖ = 1) :
    energyPerSite J1 J2 S = -2 * J2 ↔
      ∀ r, S (r + (1, 1)) = -S r ∧ S (r + (0, 1)) = -S (r + (1, 0)) := by
  have hk : 0 < (2 * J2 - J1) / 4 := by linarith
  have nn : ∀ r, 0 ≤ stripeExcess J1 J2 S r := fun r => by
    unfold stripeExcess
    exact add_nonneg (by positivity) (mul_nonneg hk.le (by positivity))
  have z : ∀ v : V, ‖v‖ ^ 2 = 0 → v = 0 := fun v hv => by simpa using hv
  rw [(energyPerSite_bound (plaquette_eq_stripe hS) nn).2]
  constructor
  · intro h0 r
    have hr := h0 r
    unfold stripeExcess at hr
    obtain ⟨_, x2⟩ := (add_eq_zero_iff_of_nonneg (by positivity)
      (mul_nonneg hk.le (by positivity))).1 hr
    obtain ⟨x3, x4⟩ := (add_eq_zero_iff_of_nonneg (by positivity) (by positivity)).1
      ((mul_eq_zero.1 x2).resolve_left hk.ne')
    exact ⟨eq_neg_of_add_eq_zero_right (z _ x3), eq_neg_of_add_eq_zero_right (z _ x4)⟩
  · intro h0 r
    have t : S r + S (r + (1, 0)) + -S r + -S (r + (1, 0)) = 0 := by abel
    unfold stripeExcess
    rw [(h0 r).1, (h0 r).2, t]
    simp
```

At J1 = 2J2 > 0 the diagonal squares have coefficient zero. The only remaining condition is that the four spins of each plaquette sum to zero, which both Néel and stripe states satisfy. The word `critical` in the theorem's name refers to this coupling ratio, not to a thermal phase transition.

```lean
/-- At `J1 = 2 J2` with `J2 > 0`, unit spins have energy `-2 J2` per site exactly when the four
spins of every plaquette add up to zero. -/
theorem critical_ground_states (hJ : 0 < J2) (hS : ∀ r, ‖S r‖ = 1) :
    energyPerSite (2 * J2) J2 S = -2 * J2 ↔
      ∀ r, S r + S (r + (1, 0)) + S (r + (1, 1)) + S (r + (0, 1)) = 0 := by
  -- only the total spin of the plaquette costs energy
  have hx : ∀ r, stripeExcess (2 * J2) J2 S r =
      J2 / 2 * ‖S r + S (r + (1, 0)) + S (r + (1, 1)) + S (r + (0, 1))‖ ^ 2 := fun r => by
    unfold stripeExcess
    ring
  have nn : ∀ r, 0 ≤ stripeExcess (2 * J2) J2 S r := fun r => by
    rw [hx]
    positivity
  have hk : J2 / 2 ≠ 0 := by positivity
  rw [(energyPerSite_bound (plaquette_eq_stripe hS) nn).2]
  refine forall_congr' fun r => ?_
  rw [hx, mul_eq_zero, or_iff_right hk, pow_eq_zero_iff two_ne_zero, norm_eq_zero]

end

end SquareLatticeJ1J2
```

```lean
#print axioms SquareLatticeJ1J2.minimum_energyPerSite
#print axioms SquareLatticeJ1J2.neel_ground_states
#print axioms SquareLatticeJ1J2.stripe_ground_states
#print axioms SquareLatticeJ1J2.critical_ground_states
```

```
'SquareLatticeJ1J2.minimum_energyPerSite' depends on axioms: [propext, Classical.choice, Quot.sound]
'SquareLatticeJ1J2.neel_ground_states' depends on axioms: [propext, Classical.choice, Quot.sound]
'SquareLatticeJ1J2.stripe_ground_states' depends on axioms: [propext, Classical.choice, Quot.sound]
'SquareLatticeJ1J2.critical_ground_states' depends on axioms: [propext, Classical.choice, Quot.sound]
```
